# Padé approximation recovers M distinct exponential modes from 2M exact samples

After a weak kick, a real-time TDDFT run records an oscillating dipole for a finite time $T$, and a Fourier transform of that record blurs lines closer than about $2\pi/T$. If the sampled signal is exactly $\sum_j a_jz_j^n$ with $M$ distinct nonzero numbers $z_j$ and nonzero amplitudes $a_j$, a Padé approximant built from its first $2M$ samples fixes every $z_j$, however close together they lie.

In Lean 4 with Mathlib:

```lean
import Mathlib

open Polynomial

namespace RealTimePade

noncomputable section

/-- The sampled signal `c_n = ∑ j, a_j z_j ^ n` with `M` modes. -/
def signal {M : ℕ} (a z : Fin M → ℂ) (n : ℕ) : ℂ := ∑ j, a j * z j ^ n

/-- The polynomial `∏ j, (1 - z_j x)`. -/
def denom {M : ℕ} (z : Fin M → ℂ) : ℂ[X] := ∏ j, (1 - C (z j) * X)

/-- The polynomial `∑ j, a_j ∏ i ≠ j, (1 - z_i x)`. -/
def numer {M : ℕ} (a z : Fin M → ℂ) : ℂ[X] :=
  ∑ j, C (a j) * ∏ i ∈ Finset.univ.erase j, (1 - C (z i) * X)

/-- The Padé conditions on `P` and `Q`: `deg P < M`, `deg Q ≤ M`, `Q(0) = 1`, and
`Q * ∑ c_n x^n` agrees with `P` in all orders up to `2M - 1`. -/
structure IsPade (M : ℕ) (c : ℕ → ℂ) (P Q : ℂ[X]) : Prop where
  degP : P.degree < M
  degQ : Q.natDegree ≤ M
  unit : Q.eval 0 = 1
  agree : ∀ n < 2 * M,
    PowerSeries.coeff n ((Q : PowerSeries ℂ) * PowerSeries.mk c) = P.coeff n

/-- The generating function of the signal is a rational function: multiplied by
`∏ j, (1 - z_j x)` it equals the polynomial `numer a z` in all orders. -/
theorem denom_mul_signal {M : ℕ} (a z : Fin M → ℂ) :
    (denom z : PowerSeries ℂ) * PowerSeries.mk (signal a z) = (numer a z : PowerSeries ℂ) := by
  -- a single mode is a geometric series
  have geom : ∀ w : ℂ, ((1 - C w * X : ℂ[X]) : PowerSeries ℂ) *
      PowerSeries.mk (fun n => w ^ n) = 1 := by
    intro w
    ext n
    rw [Polynomial.coe_sub, Polynomial.coe_one, Polynomial.coe_mul, Polynomial.coe_C,
      Polynomial.coe_X, sub_mul, one_mul, mul_assoc, map_sub, PowerSeries.coeff_C_mul]
    cases n with
    | zero =>
      rw [PowerSeries.coeff_zero_X_mul, PowerSeries.coeff_mk, PowerSeries.coeff_one]
      simp
    | succ n =>
      rw [PowerSeries.coeff_succ_X_mul, PowerSeries.coeff_mk, PowerSeries.coeff_mk,
        PowerSeries.coeff_one]
      simp [pow_succ']
  have hs : PowerSeries.mk (signal a z) =
      ∑ j, ((C (a j) : ℂ[X]) : PowerSeries ℂ) * PowerSeries.mk (fun n => z j ^ n) := by
    ext n
    simp [signal, PowerSeries.coeff_C_mul]
  have hn : (numer a z : PowerSeries ℂ) = ∑ j, ((C (a j) *
      ∏ i ∈ Finset.univ.erase j, (1 - C (z i) * X) : ℂ[X]) : PowerSeries ℂ) := by
    ext n
    simp only [numer, map_sum, Polynomial.coeff_coe, finsetSum_coeff]
  rw [hs, hn, Finset.mul_sum]
  refine Finset.sum_congr rfl fun j _ => ?_
  have hd : denom z = (1 - C (z j) * X) * ∏ i ∈ Finset.univ.erase j, (1 - C (z i) * X) :=
    (Finset.mul_prod_erase _ _ (Finset.mem_univ j)).symm
  rw [hd, Polynomial.coe_mul, Polynomial.coe_mul]
  linear_combination (((C (a j) : ℂ[X]) : PowerSeries ℂ) *
    ((∏ i ∈ Finset.univ.erase j, (1 - C (z i) * X) : ℂ[X]) : PowerSeries ℂ)) * geom (z j)

/-- The explicit pair `numer a z`, `denom z` satisfies the Padé conditions for the signal. -/
theorem isPade_explicit {M : ℕ} (a z : Fin M → ℂ) :
    IsPade M (signal a z) (numer a z) (denom z) := by
  have hl : ∀ w : ℂ, (1 - C w * X : ℂ[X]).natDegree ≤ 1 := by
    intro w
    compute_degree
  have hp : ∀ s : Finset (Fin M), (∏ i ∈ s, (1 - C (z i) * X)).natDegree ≤ s.card := by
    intro s
    refine (natDegree_prod_le s _).trans ?_
    refine (Finset.sum_le_card_nsmul s _ 1 fun i _ => hl (z i)).trans ?_
    simp
  refine ⟨?_, by simpa [denom] using hp Finset.univ, by simp [denom, eval_prod],
    fun n _ => by rw [denom_mul_signal, Polynomial.coeff_coe]⟩
  rw [degree_lt_iff_coeff_zero]
  intro m hm
  rw [numer, finsetSum_coeff]
  refine Finset.sum_eq_zero fun j _ => ?_
  have hj := hp (Finset.univ.erase j)
  rw [Finset.card_erase_of_mem (Finset.mem_univ j), Finset.card_univ, Fintype.card_fin] at hj
  have := j.isLt
  rw [coeff_C_mul, coeff_eq_zero_of_natDegree_lt (by omega), mul_zero]

/-- The zeros of `∏ j, (1 - z_j x)` are the points `x` with `z_j x = 1` for some `j`. -/
theorem denom_eval_eq_zero {M : ℕ} (z : Fin M → ℂ) (x : ℂ) :
    (denom z).eval x = 0 ↔ ∃ j, z j * x = 1 := by
  simp only [denom, eval_prod, Finset.prod_eq_zero_iff, Finset.mem_univ, true_and, eval_sub,
    eval_one, eval_mul, eval_C, eval_X, sub_eq_zero]
  exact exists_congr fun j => eq_comm

/-- The Padé conditions make `P / Q` and the exact rational generating function equal after
cross-multiplication. -/
theorem cross_multiply {M : ℕ} {a z : Fin M → ℂ} {P Q : ℂ[X]}
    (h : IsPade M (signal a z) P Q) : Q * numer a z = P * denom z := by
  have hD := isPade_explicit a z
  have hc : ∀ A B : ℂ[X], A.natDegree ≤ M → B.degree < M →
      ∀ n, 2 * M ≤ n → (A * B).coeff n = 0 := by
    intro A B hA hB n hn
    rw [coeff_mul]
    refine Finset.sum_eq_zero fun p hp => ?_
    have hp' := Finset.HasAntidiagonal.mem_antidiagonal.mp hp
    by_cases h1 : M < p.1
    · rw [coeff_eq_zero_of_natDegree_lt (hA.trans_lt h1), zero_mul]
    · rw [(degree_lt_iff_coeff_zero B M).mp hB p.2 (by omega), mul_zero]
  have hd : PowerSeries.X ^ (2 * M) ∣
      (Q : PowerSeries ℂ) * PowerSeries.mk (signal a z) - (P : PowerSeries ℂ) :=
    PowerSeries.X_pow_dvd_iff.mpr fun n hn => by
      rw [map_sub, h.agree n hn, Polynomial.coeff_coe, sub_self]
  have hx := hd.mul_right (denom z : PowerSeries ℂ)
  have he : ((Q : PowerSeries ℂ) * PowerSeries.mk (signal a z) - (P : PowerSeries ℂ)) *
      (denom z : PowerSeries ℂ) = ((Q * numer a z - P * denom z : ℂ[X]) : PowerSeries ℂ) := by
    rw [Polynomial.coe_sub, Polynomial.coe_mul, Polynomial.coe_mul, ← denom_mul_signal]
    ring
  rw [he] at hx
  -- low orders agree by the samples, high orders vanish by degree
  ext n
  by_cases hn : n < 2 * M
  · have h1 := PowerSeries.X_pow_dvd_iff.mp hx n hn
    rw [Polynomial.coeff_coe, coeff_sub] at h1
    exact sub_eq_zero.mp h1
  · rw [hc Q _ h.degQ hD.degP n (by omega), mul_comm, hc _ P hD.degQ h.degP n (by omega)]

/-- For distinct nonzero `z_j` and nonzero amplitudes, the Padé conditions on `2M` samples hold
exactly for `Q = ∏ j, (1 - z_j x)` and `P = ∑ j, a_j ∏ i ≠ j, (1 - z_i x)`. -/
theorem isPade_iff {M : ℕ} {a z : Fin M → ℂ} (hz : Function.Injective z)
    (hz0 : ∀ j, z j ≠ 0) (ha : ∀ j, a j ≠ 0) (P Q : ℂ[X]) :
    IsPade M (signal a z) P Q ↔ Q = denom z ∧ P = numer a z := by
  have hD := isPade_explicit a z
  refine ⟨fun h => ?_, fun h => by rw [h.1, h.2]; exact hD⟩
  have hx := cross_multiply h
  have hden : ∀ j, (denom z).eval (z j)⁻¹ = 0 := fun j =>
    (denom_eval_eq_zero z _).mpr ⟨j, mul_inv_cancel₀ (hz0 j)⟩
  -- at 1 / z_j only the j-th term of the numerator survives
  have hN : ∀ j, (numer a z).eval (z j)⁻¹ ≠ 0 := by
    intro j
    rw [numer, ← coe_evalRingHom, map_sum, Finset.sum_eq_single j]
    · rw [coe_evalRingHom, eval_mul, eval_C, eval_prod]
      refine mul_ne_zero (ha j) (Finset.prod_ne_zero_iff.mpr fun i hi => ?_)
      rw [eval_sub, eval_one, eval_mul, eval_C, eval_X, sub_ne_zero]
      intro e
      exact Finset.ne_of_mem_erase hi (hz ((mul_inv_eq_one₀ (hz0 j)).mp e.symm))
    · intro i _ hij
      rw [coe_evalRingHom, eval_mul, eval_prod,
        Finset.prod_eq_zero (Finset.mem_erase.mpr ⟨hij.symm, Finset.mem_univ j⟩), mul_zero]
      simp [hz0 j]
    · exact fun hj => absurd (Finset.mem_univ j) hj
  have hroot : ∀ j, Q.eval (z j)⁻¹ = 0 := by
    intro j
    have he := congrArg (eval (z j)⁻¹) hx
    rw [eval_mul, eval_mul, hden j, mul_zero] at he
    exact (mul_eq_zero.mp he).resolve_right (hN j)
  -- Q and the product agree at the M + 1 points 0 and 1 / z_j
  have hf : Function.Injective (fun o : Option (Fin M) => o.elim 0 fun j => (z j)⁻¹) := by
    rintro (_ | i) (_ | j) e
    · rfl
    · exact absurd e.symm (inv_ne_zero (hz0 j))
    · exact absurd e (inv_ne_zero (hz0 i))
    · exact congrArg some (hz (inv_inj.mp (show (z i)⁻¹ = (z j)⁻¹ from e)))
  have hQ : Q = denom z := by
    refine sub_eq_zero.mp (eq_zero_of_natDegree_lt_card_of_eval_eq_zero _ hf ?_ ?_)
    · rintro (_ | j)
      · show (Q - denom z).eval 0 = 0
        rw [eval_sub, h.unit, hD.unit, sub_self]
      · show (Q - denom z).eval (z j)⁻¹ = 0
        rw [eval_sub, hroot j, hden j, sub_self]
    · rw [Fintype.card_option, Fintype.card_fin]
      exact Nat.lt_succ_of_le ((natDegree_sub_le _ _).trans (max_le h.degQ hD.degQ))
  have hne : denom z ≠ 0 := by
    intro e
    have h1 := hD.unit
    rw [e] at h1
    simp at h1
  rw [hQ, mul_comm] at hx
  exact ⟨hQ, (mul_right_cancel₀ hne hx).symm⟩

/-- If an `M`-mode signal has distinct nonzero `z_j` and nonzero amplitudes, every `M`-mode
signal with the same first `2M` samples has the same modes and amplitudes up to relabelling. -/
theorem samples_determine_modes {M : ℕ} {a z b w : Fin M → ℂ} (hz : Function.Injective z)
    (hz0 : ∀ j, z j ≠ 0) (ha : ∀ j, a j ≠ 0)
    (h : ∀ n < 2 * M, signal a z n = signal b w n) :
    ∃ σ : Equiv.Perm (Fin M), ∀ j, w (σ j) = z j ∧ b (σ j) = a j := by
  have hB := isPade_explicit b w
  -- the Padé conditions see only the first 2M samples
  have hA : IsPade M (signal a z) (numer b w) (denom w) := by
    refine ⟨hB.degP, hB.degQ, hB.unit, fun n hn => ?_⟩
    rw [← hB.agree n hn, PowerSeries.coeff_mul, PowerSeries.coeff_mul]
    refine Finset.sum_congr rfl fun p hp => ?_
    have hp' := Finset.HasAntidiagonal.mem_antidiagonal.mp hp
    rw [PowerSeries.coeff_mk, PowerSeries.coeff_mk, h p.2 (by omega)]
  have hd := ((isPade_iff hz hz0 ha _ _).mp hA).1
  have hex : ∀ j, ∃ i, w i = z j := by
    intro j
    have h0 : (denom w).eval (z j)⁻¹ = 0 := by
      rw [hd, denom_eval_eq_zero]
      exact ⟨j, mul_inv_cancel₀ (hz0 j)⟩
    obtain ⟨i, hi⟩ := (denom_eval_eq_zero w _).mp h0
    exact ⟨i, (mul_inv_eq_one₀ (hz0 j)).mp hi⟩
  choose s hs using hex
  have hinj : Function.Injective s := fun i j hij => hz (by rw [← hs i, ← hs j, hij])
  let σ : Equiv.Perm (Fin M) := Equiv.ofBijective s (Finite.injective_iff_bijective.mp hinj)
  have hσ : ∀ j, w (σ j) = z j := hs
  -- the amplitudes follow from the invertible Vandermonde matrix
  have hsum : ∀ m : Fin M, ∑ j, (b (σ j) - a j) * z j ^ (m : ℕ) = 0 := by
    intro m
    have h1 := h m (by have := m.isLt; omega)
    have h2 : ∑ j, b (σ j) * w (σ j) ^ (m : ℕ) = signal b w m :=
      Equiv.sum_comp σ (fun i => b i * w i ^ (m : ℕ))
    simp only [hσ] at h2
    simp only [sub_mul, Finset.sum_sub_distrib]
    rw [h2, ← h1, signal, sub_self]
  have hv := Matrix.eq_zero_of_forall_pow_sum_mul_pow_eq_zero hz hsum
  exact ⟨σ, fun j => ⟨hσ j, sub_eq_zero.mp (congrFun hv j)⟩⟩

end

end RealTimePade
```

```lean
#print axioms RealTimePade.samples_determine_modes
```

```
'RealTimePade.samples_determine_modes' depends on axioms: [propext, Classical.choice, Quot.sound]
```

## From the dipole record to `IsPade`

With sampling interval $\tau$, the signal is

$$c_n=\sum_j a_j z_j^n,\qquad z_j=e^{-i\omega_j\tau-\gamma_j\tau},$$

where $\omega_j$ is a frequency, $\gamma_j$ a damping rate and $a_j$ a complex amplitude. In the file this is `signal a z n`, with $j$ running over `Fin M`, that is, from $0$ to $M-1$. The file works with the complex numbers $z_j$ throughout; $\omega_j$ and $\gamma_j$ belong to the physical reading.

Write $S(x)=\sum_n c_nx^n$ for the generating function, a formal power series, so convergence plays no part. The two explicit polynomials are

$$D(x)=\prod_j(1-z_jx),\qquad N(x)=\sum_j a_j\prod_{i\ne j}(1-z_ix),$$

called `denom z` and `numer a z`. The structure `IsPade M c P Q` says that $\deg P<M$, $\deg Q\le M$, $Q(0)=1$, and $QS$ agrees with $P$ in orders $0$ to $2M-1$. These conditions involve only $c_0,\dots,c_{2M-1}$.

The main theorem, `isPade_iff`, assumes that the $z_j$ are distinct (`Function.Injective z`) and nonzero, and that every $a_j$ is nonzero. A pair $(P,Q)$ then satisfies the Padé conditions if and only if $Q=D$ and $P=N$. Distinctness means that no two modes coincide, and a nonzero amplitude means that the kick excites the mode and the dipole sees it. Any finite frequency and damping give $z_j\neq0$.

## Why the denominator is forced

For a single mode $w$, the series $\sum_n w^nx^n$ satisfies

$$(1-wx)\sum_n w^nx^n=1,$$

because order $0$ gives $1$ and order $n+1$ gives $w^{n+1}-w\,w^n=0$. Multiplying $S$ by $D$ cancels one factor in each term, so $DS=N$ in all orders. This is `denom_mul_signal`: its step `geom` is the one-mode identity, and `linear_combination` multiplies it by the amplitude and the remaining factors. Counting degrees then shows in `isPade_explicit` that $(N,D)$ satisfies the Padé conditions.

Now let $(P,Q)$ be any pair that satisfies them. Then $QS-P=x^{2M}R$ for some power series $R$, and multiplying by $D$ gives

$$QN-PD=x^{2M}RD.$$

The left side is a polynomial of degree below $2M$, while the right side has no terms below order $2M$. Both therefore vanish, and $QN=PD$. This is `cross_multiply`, whose last lines treat the low and high orders separately.

Evaluate this identity at $x=1/z_j$. There $D$ vanishes, as `denom_eval_eq_zero` records, while only one term of $N$ survives:

$$N(1/z_j)=a_j\prod_{i\neq j}\left(1-\frac{z_i}{z_j}\right)\neq0.$$

Hence $Q(1/z_j)=0$ for every $j$; these two facts are `hN` and `hroot` in the proof of `isPade_iff`. The difference $Q-D$ has degree at most $M$ and vanishes at the $M+1$ distinct points $0$ and $1/z_j$, so it is zero. The code labels these points by `Option (Fin M)`, the extra element standing for $x=0$. With $Q=D$, cancelling $D$ from $DN=PD$ leaves $P=N$.

## Any rival M-mode fit is the same fit

Let the original model have distinct nonzero $z_j$ and nonzero amplitudes, as in `isPade_iff`, and suppose that a second model, with modes $w_j$ and amplitudes $b_j$, reproduces the same $2M$ samples. The theorem `samples_determine_modes` says that it is the original model with its modes relabelled. Beyond having $M$ terms and matching the samples, nothing is assumed about the rival: at the outset its modes might coincide or vanish, and its amplitudes might be zero.

The rival's explicit pair satisfies the Padé conditions for the shared samples, so `isPade_iff` makes the two denominators equal. Each $z_j$ therefore occurs among the $w_i$. Since the $z_j$ are distinct and both lists have length $M$, this matching is a permutation $\sigma$ with $w_{\sigma(j)}=z_j$. The first $M$ samples then give

$$\sum_j\bigl(b_{\sigma(j)}-a_j\bigr)z_j^m=0,\qquad 0\le m<M.$$

The Vandermonde matrix of distinct $z_j$ is invertible, so $b_{\sigma(j)}=a_j$.

## Two modes from four numbers

As a complex test signal, not a real dipole record, take $M=2$, $z_0=1$, $z_1=-i$ and $a_0=a_1=1$. The samples are $2,\;1-i,\;0,\;1+i$. With $Q=1+q_1x+q_2x^2$, orders $2$ and $3$ require

$$(1-i)q_1+2q_2=0,\qquad (1+i)+(1-i)q_2=0.$$

The second equation gives $q_2=-i$, and the first then gives $q_1=-1+i$. Thus

$$Q=1-(1-i)x-ix^2=(1-x)(1+ix),$$

and orders $0$ and $1$ give $P=2-(1-i)x$, which is $N$.

The zeros of $Q$ are $1$ and $i$, whereas the modes are their reciprocals, $1$ and $-i$. Reading a zero as a mode would turn $\omega_1\tau=\pi/2$ into $-\pi/2$, and in a damped signal it would also turn decay into growth.

## What exactness means for a spectrum

For a noise-free signal with exactly $M$ modes, once the record holds $2M$ samples its length sets no lower limit on the line spacing that can be resolved. A computed dipole meets that condition only approximately: $M$ must be chosen, and for nearly coincident modes small errors in the samples can cause large errors in the zeros of $Q$. In a real dipole, each undamped or damped oscillation at nonzero frequency $\omega$ contributes two exponentials, at $\pm\omega$, and $M$ has to count both whenever their $z_j$ differ.

Sampling also leaves an ambiguity, since $z_j$ fixes $\omega_j$ only up to multiples of $2\pi/\tau$. A time step short enough to place all relevant frequencies in one known window narrower than $2\pi/\tau$ removes the ambiguity.
